# Integer Verlet modulo M with a position-dependent force repeats exactly within M² steps

Let positions be integers modulo $M\ge 1$, and let $f$ be any function from positions to positions. Every sequence obeying

$$q_{n+2}=2q_{n+1}-q_n+f(q_{n+1})$$

is periodic from its first term: there is a $p$ with $1\le p\le M^2$ and $q_{n+p}=q_n$ for all $n\ge 0$. For $d$ coupled coordinates the bound is $M^{2d}$.

## Exact reversal in a simulation code

Bit-reversible molecular dynamics stores positions as integers and rounds the force term, including the factor $\Delta t^2/m$ with time step $\Delta t$ and mass $m$, to an integer before adding it. The rounded term is $f$. In a periodic box, $M$ is the number of grid points along each edge, and positions are taken modulo $M$. Rounding alters the force slightly but spoils neither exact reversal nor recurrence, provided that equal positions always give the same $f$, bit for bit. A parallel force sum whose order varies between runs can violate this.

A code can test reversibility by exchanging the last two positions and running on: the old positions must reappear exactly. For this finite, fixed-step model, recurrence also means that an energy computed from two successive positions returns exactly to its initial value, so its drift cannot be permanent.

## From an invertible step to a period

Take the state to be the pair $x_n=(q_n,q_{n+1})$. One step is

$$\Phi(a,b)=(b,\;2b-a+f(b)),\qquad \Phi^{-1}(b,c)=(2b-c+f(b),\;b).$$

The inverse recovers $a$, because $2b-(2b-a+f(b))+f(b)=a$; the other composition cancels in the same way. With the exchange $R(a,b)=(b,a)$, direct substitution gives $\Phi^{-1}=R\Phi R$.

Now start a second trajectory from $r_0=q_{N+1}$, $r_1=q_N$. If $r_k=q_{j+2}$ and $r_{k+1}=q_{j+1}$, then

$$r_{k+2}=2q_{j+1}-q_{j+2}+f(q_{j+1})=q_j,$$

so it retraces the first one back to $q_0$.

For recurrence, count states. There are $M^2$ pairs, so two of $x_0,\dots,x_{M^2}$ coincide, say $x_i=x_j$ with $i<j$. Applying $\Phi^{-i}$ to $\Phi^i x_0=\Phi^j x_0$ gives $x_0=\Phi^p x_0$ with $p=j-i\le M^2$. Hence $x_{n+p}=\Phi^n\Phi^p x_0=x_n$, and the first components give $q_{n+p}=q_n$. With $d$ coordinates there are $M^d$ configurations and $(M^d)^2$ pairs.

The bound is attained for $M=2$, $f=1$, where $q_{n+2}=q_n+1$. This excludes period 2, and with it period 1. Period 3 would give $q_1=q_4=q_2+1=q_0$, but also $q_0=q_3=q_1+1$, a contradiction.

## The Lean file

```lean
import Mathlib

namespace BitReversibleVerlet

variable {G : Type*} [AddCommGroup G]

/-- The sequence of positions `q` obeys the Verlet rule with position-dependent force `f`. -/
def IsVerlet (f : G → G) (q : ℕ → G) : Prop :=
  ∀ n, q (n + 2) = 2 • q (n + 1) - q n + f (q (n + 1))

/-- One Verlet step as a permutation of phase space, whose points are pairs
(previous position, current position). -/
def verletStep (f : G → G) : Equiv.Perm (G × G) where
  toFun s := (s.2, 2 • s.2 - s.1 + f s.2)
  invFun s := (2 • s.1 - s.2 + f s.1, s.1)
  left_inv s := by
    refine Prod.ext ?_ rfl
    change 2 • s.2 - (2 • s.2 - s.1 + f s.2) + f s.2 = s.1
    abel
  right_inv s := by
    refine Prod.ext rfl ?_
    change 2 • s.1 - (2 • s.1 - s.2 + f s.1) + f s.1 = s.2
    abel

/-- Time reversal: a backward step is a forward step taken between two exchanges
of the previous and current positions. -/
theorem verletStep_time_reversal (f : G → G) (s : G × G) :
    (verletStep f).symm s = (verletStep f s.swap).swap := rfl

/-- A trajectory `r` started from two successive positions of `q` in exchanged order
runs through the earlier positions of `q` backwards. -/
theorem retraces_path {f : G → G} {q r : ℕ → G} (hq : IsVerlet f q) (hr : IsVerlet f r)
    {N : ℕ} (h0 : r 0 = q (N + 1)) (h1 : r 1 = q N) (k : ℕ) :
    ∀ j, j + k = N → r k = q (j + 1) ∧ r (k + 1) = q j := by
  induction k with
  | zero =>
    intro j hj
    have hjN : j = N := by omega
    subst hjN
    exact ⟨h0, h1⟩
  | succ k ih =>
    intro j hj
    have a : r k = q (j + 2) := (ih (j + 1) (by omega)).1
    have b : r (k + 1) = q (j + 1) := (ih (j + 1) (by omega)).2
    refine ⟨b, ?_⟩
    -- the rule is symmetric in the previous and the next position
    change r (k + 2) = q j
    rw [hr k, a, b, hq j]
    abel

/-- Iterating the phase-space step from the first two positions gives the pair of
successive positions at every later time. -/
theorem verletStep_pow {f : G → G} {q : ℕ → G} (h : IsVerlet f q) (n : ℕ) :
    (verletStep f ^ n) (q 0, q 1) = (q n, q (n + 1)) := by
  induction n with
  | zero => rfl
  | succ n ih =>
    rw [pow_succ', Equiv.Perm.mul_apply, ih]
    exact Prod.ext rfl (h n).symm

/-- Under a reversible map of a finite phase space, every state returns to itself after
a positive number of steps no larger than the number of states. -/
theorem reversible_return {S : Type*} [Fintype S] (σ : Equiv.Perm S) (x : S) :
    ∃ p, 0 < p ∧ p ≤ Fintype.card S ∧ (σ ^ p) x = x := by
  -- two equal iterates give a return of the initial state, by cancelling common steps
  have key : ∀ i j : ℕ, i < j → j ≤ Fintype.card S → (σ ^ i) x = (σ ^ j) x →
      ∃ p, 0 < p ∧ p ≤ Fintype.card S ∧ (σ ^ p) x = x := by
    intro i j hij hj h
    refine ⟨j - i, by omega, by omega, ?_⟩
    apply (σ ^ i).injective
    rw [← Equiv.Perm.mul_apply, ← pow_add, show i + (j - i) = j by omega]
    exact h.symm
  -- pigeonhole: there are more times than states
  obtain ⟨i, j, hne, hij⟩ := Fintype.exists_ne_map_eq_of_card_lt
    (fun i : Fin (Fintype.card S + 1) => (σ ^ (i : ℕ)) x)
    (by rw [Fintype.card_fin]; exact Nat.lt_succ_self _)
  have hne' : (i : ℕ) ≠ (j : ℕ) := fun h => hne (Fin.ext h)
  have hi := i.isLt
  have hj := j.isLt
  rcases lt_or_gt_of_ne hne' with h | h
  · exact key i j h (by omega) hij
  · exact key j i h (by omega) hij.symm

/-- Exact recurrence: on a finite group of positions, every Verlet trajectory is periodic
from its first term, with a positive period at most the square of the number of positions. -/
theorem verlet_recurrence [Fintype G] {f : G → G} {q : ℕ → G} (h : IsVerlet f q) :
    ∃ p, 0 < p ∧ p ≤ Fintype.card G ^ 2 ∧ ∀ n, q (n + p) = q n := by
  obtain ⟨p, hp, hle, hx⟩ := reversible_return (verletStep f) (q 0, q 1)
  refine ⟨p, hp, ?_, fun n => ?_⟩
  · rwa [Fintype.card_prod, ← pow_two] at hle
  · have e := verletStep_pow h (n + p)
    rw [pow_add, Equiv.Perm.mul_apply, hx, verletStep_pow h n] at e
    exact (congrArg Prod.fst e).symm

/-- Integer Verlet for one coordinate modulo `M`: every trajectory is periodic from its
first term, with a positive period at most `M ^ 2`. -/
theorem integer_verlet_recurrence {M : ℕ} (hM : 1 ≤ M) (f : ZMod M → ZMod M)
    (q : ℕ → ZMod M) (h : ∀ n, q (n + 2) = 2 * q (n + 1) - q n + f (q (n + 1))) :
    ∃ p, 0 < p ∧ p ≤ M ^ 2 ∧ ∀ n, q (n + p) = q n := by
  have : NeZero M := ⟨by omega⟩
  have hq : IsVerlet f q := fun n => by rw [h n, two_nsmul, two_mul]
  simpa only [ZMod.card] using verlet_recurrence hq

/-- Integer Verlet for `d` coupled coordinates modulo `M`: every trajectory is periodic
from its first term, with a positive period at most `M ^ (2 * d)`. -/
theorem many_coordinate_recurrence {M d : ℕ} (hM : 1 ≤ M)
    {f : (Fin d → ZMod M) → (Fin d → ZMod M)} {q : ℕ → Fin d → ZMod M}
    (h : IsVerlet f q) :
    ∃ p, 0 < p ∧ p ≤ M ^ (2 * d) ∧ ∀ n, q (n + p) = q n := by
  have : NeZero M := ⟨by omega⟩
  obtain ⟨p, hp, hle, hper⟩ := verlet_recurrence h
  refine ⟨p, hp, ?_, hper⟩
  have hc : Fintype.card (Fin d → ZMod M) = M ^ d := by simp [ZMod.card]
  rwa [hc, ← pow_mul, mul_comm d 2] at hle

/-- For positions modulo 2 and constant unit force, every positive period of every
trajectory is at least `2 ^ 2`. -/
theorem period_bound_sharp {q : ℕ → ZMod 2} (h : IsVerlet (fun _ => 1) q)
    {p : ℕ} (hp : 0 < p) (hper : ∀ n, q (n + p) = q n) : 2 ^ 2 ≤ p := by
  -- modulo 2 the rule flips the position every two steps
  have flip : ∀ n, q (n + 2) = q n + 1 := by
    intro n
    have e : ∀ x y : ZMod 2, x + x - y + 1 = y + 1 := by decide
    rw [h n, two_nsmul]
    exact e _ _
  have ne : ∀ x : ZMod 2, x + 1 ≠ x := by decide
  by_contra hlt
  have hcases : p = 1 ∨ p = 2 ∨ p = 3 := by omega
  rcases hcases with rfl | rfl | rfl
  · have a : q 1 = q 0 := hper 0
    have b : q 2 = q 1 := hper 1
    exact ne (q 0) ((flip 0).symm.trans (b.trans a))
  · exact ne (q 0) ((flip 0).symm.trans (hper 0))
  · have a : q 3 = q 0 := hper 0
    have b : q 4 = q 1 := hper 1
    have c : q 2 = q 0 + 1 := flip 0
    have d : q 3 = q 1 + 1 := flip 1
    have e : q 4 = q 2 + 1 := flip 2
    have two : ∀ x : ZMod 2, x + 1 + 1 = x := by decide
    have g : q 1 = q 0 := by rw [← b, e, c, two]
    exact ne (q 0) (by rw [← g, ← d, a, g])

/-- The path that starts at position 1 and sits at position 0 from the next time on. -/
def brakedPath (M : ℕ) (n : ℕ) : ZMod M := if n = 0 then 1 else 0

/-- For `M > 1` and a friction force equal to minus the last displacement, the braked path obeys the
Verlet rule and has no positive period. -/
theorem friction_breaks_recurrence {M : ℕ} (hM : 1 < M) :
    (∀ n, brakedPath M (n + 2) = 2 * brakedPath M (n + 1) - brakedPath M n
      + -(brakedPath M (n + 1) - brakedPath M n)) ∧
    ∀ p, 0 < p → ¬ ∀ n, brakedPath M (n + p) = brakedPath M n := by
  have : Fact (1 < M) := ⟨hM⟩
  constructor
  · intro n
    have e : brakedPath M (n + 2) = brakedPath M (n + 1) := by simp [brakedPath]
    rw [e]
    ring
  · intro p hp h
    -- the starting position is never visited again
    have h0 := h 0
    simp [brakedPath, hp.ne'] at h0

end BitReversibleVerlet
```

```lean
#print axioms BitReversibleVerlet.integer_verlet_recurrence
-- 'BitReversibleVerlet.integer_verlet_recurrence' depends on axioms: [propext, Classical.choice, Quot.sound]
#print axioms BitReversibleVerlet.many_coordinate_recurrence
-- 'BitReversibleVerlet.many_coordinate_recurrence' depends on axioms: [propext, Classical.choice, Quot.sound]
#print axioms BitReversibleVerlet.period_bound_sharp
-- 'BitReversibleVerlet.period_bound_sharp' depends on axioms: [propext, Classical.choice, Quot.sound]
#print axioms BitReversibleVerlet.friction_breaks_recurrence
-- 'BitReversibleVerlet.friction_breaks_recurrence' depends on axioms: [propext, Quot.sound]
```

## Scope of the theorems, and two ways to lose recurrence

In `integer_verlet_recurrence`, `ZMod M` is the ring of positions, `q : ℕ → ZMod M` the trajectory and `h` the Verlet rule at every step. The conclusion supplies a positive period, not necessarily the smallest. `IsVerlet` states the same rule on any additive commutative group `G`; choosing `Fin d → ZMod M` lets the force on each coordinate depend on all of them.

`verletStep` packages $\Phi$ with its inverse, and `abel` checks the cancellations. `verletStep_pow` identifies its iterates with successive position pairs by induction. `reversible_return` contains the pigeonhole argument, with injectivity of `σ ^ i` cancelling the common steps. `verlet_recurrence` combines them, and the two modular theorems insert the number of positions. Reversal is proved separately, in `verletStep_time_reversal` and `retraces_path`; `period_bound_sharp` excludes periods 1, 2 and 3 in the example above.

Two hypotheses matter:

- **The force depends on position only.** Add friction $-(q_{n+1}-q_n)$ with no other force, and the rule becomes $q_{n+2}=q_{n+1}$. For $M>1$ the path $1,0,0,\dots$ obeys it and never returns to 1. This is `friction_breaks_recurrence`: different pasts merge, so the step has no inverse.
- **The position set is finite.** The condition `1 ≤ M` excludes `ZMod 0`, which is the ordinary integers. There $f=0$ allows $q_n=n$, which never repeats.

The theorems concern exact modular arithmetic with a fixed force function. They do not cover floating-point positions, thermostats or a changing time step, and they do not say how closely the trajectory follows Newton's equations. Nor do they estimate typical periods: for many particles the bound $M^{2d}$ is astronomically large, so it does not guarantee a return within a production run, but the actual period can be far shorter. With $f=0$, for example, it is at most $M$ for every $d$.
